# If no state's expectation value falls, no ordered eigenvalue falls

Let `S` and `T` be symmetric operators on a finite-dimensional complex inner product space, with ⟨x, Sx⟩ ≤ ⟨x, Tx⟩ (real parts, in the Lean statement) for every vector x. The vectors need not be normalised; for unit vectors these numbers are the expectation values. The theorem says that, with both sets of eigenvalues listed in decreasing order and repeated by multiplicity, the k-th eigenvalue of `S` is at most the k-th eigenvalue of `T`. The attempt writes each ⟨x, Rx⟩ as a sum of eigenvalues weighted by squared overlaps with eigenvectors, then picks a nonzero x with no components along the eigenvectors of `S` after k or those of `T` before k. For this x, ⟨x, Sx⟩ is at least the k-th eigenvalue of `S` times ‖x‖², and ⟨x, Tx⟩ is at most that of `T` times ‖x‖², which gives the result.

Lean 4 with Mathlib refuses this proof:

```lean
import Mathlib

open Matrix
open scoped ComplexOrder MatrixOrder

namespace EigenvaluesMono

noncomputable section

variable {n a b : Type*} [Fintype n] [Fintype a] [DecidableEq a]
  [Fintype b] [DecidableEq b]
  {h V : Matrix n n ℂ} {A : Matrix n a ℂ} {B : Matrix n b ℂ} {C : Matrix b a ℂ}

variable [DecidableEq n]

/-- On a finite-dimensional complex inner product space, if no state has a larger expectation value
of the symmetric operator `S` than of the symmetric operator `T`, then each ordered eigenvalue of
`S` is at most that of `T`. -/
theorem eigenvalues_mono {E : Type*} [NormedAddCommGroup E] [InnerProductSpace ℂ E]
    [FiniteDimensional ℂ E] {S T : E →ₗ[ℂ] E} (hS : S.IsSymmetric) (hT : T.IsSymmetric)
    {N : ℕ} (hN : Module.finrank ℂ E = N)
    (h : ∀ x, (inner ℂ x (S x)).re ≤ (inner ℂ x (T x)).re) (k : Fin N) :
    hS.eigenvalues hN k ≤ hT.eigenvalues hN k := by
  -- expectation values as weighted sums of eigenvalues
  have form : ∀ {R : E →ₗ[ℂ] E} (hR : R.IsSymmetric) (x : E), (inner ℂ x (R x)).re =
      ∑ i, hR.eigenvalues hN i * ‖inner ℂ (hR.eigenvectorBasis hN i) x‖ ^ 2 := by
    intro R hR x
    rw [← (hR.eigenvectorBasis hN).sum_inner_mul_inner x (R x), Complex.re_sum]
    refine Finset.sum_congr rfl fun i _ => ?_
    rw [← hR (hR.eigenvectorBasis hN i) x, hR.apply_eigenvectorBasis hN i, inner_smul_left,
      ← inner_conj_symm x (hR.eigenvectorBasis hN i), Complex.sq_norm, Complex.normSq_apply]
    simp
    ring
  -- a nonzero state without `S`-components after `k` and `T`-components before `k`
  let f : E →ₗ[ℂ] ({i : Fin N // i ≠ k} → ℂ) := LinearMap.pi fun i =>
    (innerSL ℂ (if k < i.1 then hS.eigenvectorBasis hN i.1
      else hT.eigenvectorBasis hN i.1)).toLinearMap
  have hf : LinearMap.ker f ≠ ⊥ := by
    apply LinearMap.ker_ne_bot_of_finrank_lt
    rw [Module.finrank_fintype_fun_eq_card, hN]
    simpa using Fintype.card_subtype_lt (p := fun i : Fin N => i ≠ k) (x := k) (by simp)
  obtain ⟨x, hx, hx0⟩ := Submodule.exists_mem_ne_zero_of_ne_bot hf
  have hz : ∀ i, i ≠ k → inner ℂ (if k < i then hS.eigenvectorBasis hN i
      else hT.eigenvectorBasis hN i) x = 0 := fun i hi =>
    congrFun (LinearMap.mem_ker.1 hx) ⟨i, hi⟩
  have lower : hS.eigenvalues hN k * ‖x‖ ^ 2 ≤ (inner ℂ x (S x)).re := by
    rw [form hS, ← (hS.eigenvectorBasis hN).sum_sq_norm_inner_right x, Finset.mul_sum]
    refine Finset.sum_le_sum fun i _ => ?_
    rcases lt_or_ge k i with hi | hi
    · have h0 := hz i hi.ne'
      rw [if_pos hi] at h0
      simp [h0]
    · exact mul_le_mul_of_nonneg_right (hS.eigenvalues_antitone hN hi) (by positivity)
  have upper : (inner ℂ x (T x)).re ≤ hT.eigenvalues hN k * ‖x‖ ^ 2 := by
    rw [form hT, ← (hT.eigenvectorBasis hN).sum_sq_norm_inner_right x, Finset.mul_sum]
    refine Finset.sum_le_sum fun i _ => ?_
    rcases lt_or_ge i k with hi | hi
    · have h0 := hz i hi.ne
      rw [if_neg (not_lt_of_ge hi.le)] at h0
      simp [h0]
    · exact mul_le_mul_of_nonneg_right (hT.eigenvalues_antitone hN hi) (by positivity)
  have hpos : 0 < ‖x‖ ^ 2 := by positivity
  exact le_of_mul_le_mul_right (lower.trans ((h x).trans upper)) hpos

end

end EigenvaluesMono
```

Messages:

```
Try this:
  [apply] ring_nf
  
  The `ring` tactic failed to close the goal. Use `ring_nf` to obtain a normal form.
    
  Note that `ring` works primarily in *commutative* rings. If you have a noncommutative ring, abelian group or module, consider using `noncomm_ring`, `abel` or `module` instead.
Main.lean:26:79: error: unsolved goals
E : Type u_4
inst✝² : NormedAddCommGroup E
inst✝¹ : InnerProductSpace ℂ E
inst✝ : FiniteDimensional ℂ E
S T : E →ₗ[ℂ] E
hS : S.IsSymmetric
hT : T.IsSymmetric
N : ℕ
hN : Module.finrank ℂ E = N
h : ∀ (x : E), (inner ℂ x (S x)).re ≤ (inner ℂ x (T x)).re
k : Fin N
R : E →ₗ[ℂ] E
hR : R.IsSymmetric
x : E
i : Fin N
x✝ : i ∈ Finset.univ
⊢ (inner ℂ x ((hR.eigenvectorBasis hN) i)).re * hR.eigenvalues hN i * (inner ℂ ((hR.eigenvectorBasis hN) i) x).re -
      hR.eigenvalues hN i * (inner ℂ x ((hR.eigenvectorBasis hN) i)).im * (inner ℂ ((hR.eigenvectorBasis hN) i) x).im =
    hR.eigenvalues hN i * (inner ℂ ((hR.eigenvectorBasis hN) i) x).re ^ 2 +
      hR.eigenvalues hN i * (inner ℂ ((hR.eigenvectorBasis hN) i) x).im ^ 2
```

Diagnosis. Both messages concern the weighted-sum formula `form`. The first says that `ring` could not close the goal and suggests `ring_nf`; the second shows the equation left unproved.

That equation contains the overlap of x with an eigenvector in both orders, `inner ℂ x (…)` and `inner ℂ (…) x`. They are complex conjugates, but `ring` does not know this and treats their real and imaginary parts as unrelated quantities. The preceding `rw` had used `← inner_conj_symm` to write the first as the conjugate of the second. `simp` undid that step, since `inner_conj_symm` is a simp lemma that turns the conjugate of an inner product back into the inner product with its arguments swapped.

The one added line, `generalize … = z`, replaces the overlap by an arbitrary complex number `z` before `simp` runs. The lemma no longer applies, because `z` is not visibly an inner product. `simp` instead expresses the conjugate through the real and imaginary parts of `z`, and `ring` can prove the remaining identity.

The repair, with which the file compiles:

```diff
@@ -30,4 +30,5 @@
     rw [← hR (hR.eigenvectorBasis hN i) x, hR.apply_eigenvectorBasis hN i, inner_smul_left,
       ← inner_conj_symm x (hR.eigenvectorBasis hN i), Complex.sq_norm, Complex.normSq_apply]
+    generalize inner ℂ (hR.eigenvectorBasis hN i) x = z
     simp
     ring
```
